# At fixed logarithm L, the leading Zinn-Justin condition gives the ground-level shift the second-order coefficient L + γ

The logarithm $L$ is treated here as a fixed complex number, independent of the instanton amplitude $\xi$. In a symmetric double well with coupling $g$, both depend on $g$: $\xi$ is exponentially small in $1/g$, and $L$ is the logarithm of a negative multiple of $1/g$, which is where its imaginary part $\pm\pi$ comes from. Separating them makes "the coefficient of $\xi^2$" an ordinary limit. The result gives no error bound uniform in $L$, so it does not by itself control the joint limit $g\to0$, in which $L$ grows.

```lean
import Mathlib

open Filter Topology

namespace ZinnJustinGroundLevel

noncomputable section
```

## The condition and its ground branch

Write the energy as $E=\tfrac12+x$ in units of the oscillator quantum, so that $x$ is the shift of the ground level. With perturbative corrections in $g$ left out, the quantization condition reads

$$F(x)=\frac{x\,e^{-Lx}}{\Gamma(1-x)}=\xi .$$

The sign of $\xi$ distinguishes the two parities. This condition is assumed, not derived from the Schrödinger equation. In the code $F$ is `quantization L`, and `γ` is Euler's constant regarded as a complex number. At the poles of $\Gamma(1-x)$ Lean's division returns $0$, which is also the limit of the formula.

```lean
/-- Euler's constant as a complex number. -/
local notation "γ" => ((Real.eulerMascheroniConstant : ℝ) : ℂ)

/-- The quantization function `x exp(-L x) / Γ(1 - x)` of the level shift `x`. At the poles
`x = 1, 2, 3, …` of `Γ(1 - x)` it takes the value `0`, the limit of the formula there. -/
def quantization (L x : ℂ) : ℂ := x * Complex.exp (-L * x) / Complex.Gamma (1 - x)
```

Near the ground level it helps to split off the bare shift and write $F(x)=x\,G(x)$, with

$$G(x)=\frac{e^{-Lx}}{\Gamma(1-x)} .$$

```lean
/-- The factor `exp(-L x) / Γ(1 - x)` that multiplies the bare shift `x`, with the value `0` at
the poles `x = 1, 2, 3, …` of `Γ(1 - x)`. -/
def dressing (L x : ℂ) : ℂ := Complex.exp (-L * x) / Complex.Gamma (1 - x)
```

A ground branch is a function $x(\xi)$ with two properties: $x(\xi)\to0$ as $\xi\to0$, and $F(x(\xi))=\xi$ for all sufficiently small nonzero complex $\xi$. The filter `𝓝[≠] 0` expresses "near zero but not at zero", so the value of the function at $\xi=0$ plays no role. Neither continuity nor a power series is assumed.

```lean
/-- A ground branch: a level shift `x(ξ)` that vanishes with the instanton amplitude `ξ` and
solves the quantization condition for all small nonzero complex `ξ`. -/
def IsGroundBranch (L : ℂ) (x : ℂ → ℂ) : Prop :=
  Tendsto x (𝓝[≠] 0) (𝓝 0) ∧ ∀ᶠ ξ in 𝓝[≠] (0 : ℂ), quantization L (x ξ) = ξ
```

## The slope of the dressing factor

The factorisation $F(x)=x\,G(x)$ is a regrouping of the quotient.

```lean
/-- The quantization function is the bare shift times the dressing factor. -/
theorem quantization_eq (L x : ℂ) : quantization L x = x * dressing L x :=
  mul_div_assoc _ _ _
```

At zero shift, $G(0)=e^0/\Gamma(1)=1$.

```lean
/-- The dressing factor equals one at zero shift. -/
theorem dressing_zero (L : ℂ) : dressing L 0 = 1 := by
  simp [dressing]
```

Euler's constant enters through $\Gamma'(1)=-\gamma$. By the chain rule, $\Gamma(1-x)$ has derivative $+\gamma$ at $x=0$, while $e^{-Lx}$ has derivative $-L$. The quotient rule gives

$$G'(0)=\frac{(-L)\cdot1-1\cdot\gamma}{1^2}=-(L+\gamma).$$

The proof follows the same route: `hG` is the derivative of the Gamma factor, `hE` that of the exponential, and `fun_div` combines them.

```lean
/-- The dressing factor has slope `-(L + γ)` at zero shift. -/
theorem hasDerivAt_dressing (L : ℂ) : HasDerivAt (dressing L) (-(L + γ)) 0 := by
  have hG : HasDerivAt (fun x : ℂ => Complex.Gamma (1 - x)) γ 0 := by
    have h : HasDerivAt Complex.Gamma (-γ) (1 - 0) := by
      rw [sub_zero]
      exact Complex.hasDerivAt_Gamma_one
    exact (h.comp_const_sub 1 0).congr_deriv (neg_neg _)
  have hE : HasDerivAt (fun x : ℂ => Complex.exp (-L * x)) (-L) 0 :=
    (((hasDerivAt_id' (0 : ℂ)).const_mul (-L)).cexp).congr_deriv (by simp)
  have h := hE.fun_div hG (by simp)
  refine h.congr_deriv ?_
  simp only [sub_zero, Complex.Gamma_one, mul_zero, Complex.exp_zero]
  ring
```

## A ground branch exists for every L

The reciprocal $1/\Gamma$ is entire. Therefore

$$F(x)=x\,e^{-Lx}\cdot\frac{1}{\Gamma(1-x)}$$

is a product of entire functions, and the poles of $\Gamma(1-x)$ cause no singularity.

```lean
/-- The quantization function is entire in the level shift. -/
theorem differentiable_quantization (L : ℂ) : Differentiable ℂ (quantization L) := by
  have h1 : Differentiable ℂ (fun x : ℂ => 1 - x) := by fun_prop
  have h2 : Differentiable ℂ (fun x : ℂ => x * Complex.exp (-L * x)) := by fun_prop
  have e : quantization L =
      fun x => x * Complex.exp (-L * x) * (Complex.Gamma (1 - x))⁻¹ := by
    funext x
    simp only [quantization, div_eq_mul_inv]
  rw [e]
  exact h2.mul (Complex.differentiable_one_div_Gamma.comp h1)
```

The product rule gives $F'(0)=G(0)+0\cdot G'(0)=1$, and $F(0)=0$. Since the derivative is nonzero, the inverse function theorem supplies a local inverse $x(\xi)$ with $x(\xi)\to0$ and $F(x(\xi))=\xi$. In the proof, analyticity turns the derivative `hd` into the strict derivative `hs` that the theorem requires. The two properties of the inverse, `ht` and `hr`, are then restricted to nonzero $\xi$.

```lean
/-- For every complex `L` the quantization condition has a ground branch. -/
theorem exists_groundBranch (L : ℂ) : ∃ x : ℂ → ℂ, IsGroundBranch L x := by
  have h0 : quantization L 0 = 0 := by rw [quantization_eq, zero_mul]
  have hd : HasDerivAt (quantization L) 1 0 := by
    have e : quantization L = fun x => x * dressing L x := funext (quantization_eq L)
    rw [e]
    refine ((hasDerivAt_id' (0 : ℂ)).fun_mul (hasDerivAt_dressing L)).congr_deriv ?_
    rw [dressing_zero]
    ring
  have hs : HasStrictDerivAt (quantization L) 1 0 := by
    have h := ((differentiable_quantization L).analyticAt 0).hasStrictDerivAt
    rwa [hd.deriv] at h
  -- the inverse function theorem at zero shift
  have he := hs.hasStrictFDerivAt_equiv one_ne_zero
  have ht := he.localInverse_tendsto
  have hr := he.eventually_right_inverse
  rw [h0] at ht hr
  exact ⟨_, ht.mono_left nhdsWithin_le_nhds, hr.filter_mono nhdsWithin_le_nhds⟩
```

## The coefficient of ξ²

On a ground branch $\xi=x\,G(x)$. Since $\xi\neq0$, neither $x$ nor $G(x)$ vanishes, and substitution gives

$$\frac{x-\xi}{\xi^2}=\frac{x\,(1-G(x))}{x^2G(x)^2}=-\frac{1}{G(x)^2}\,\frac{G(x)-1}{x}.$$

As $\xi\to0$, $x$ tends to zero through nonzero values. The difference quotient then tends to $G'(0)=-(L+\gamma)$ and $G(x)$ tends to $1$, so

$$\frac{x(\xi)-\xi}{\xi^2}\longrightarrow L+\gamma .$$

Equivalently, $x(\xi)=\xi+(L+\gamma)\xi^2+o(\xi^2)$: the one-instanton term is $\xi$, and the two-instanton term carries the logarithm.

In the proof, `hne` records that $x\neq0$, `hslope` is the limit of the difference quotient along the branch, and `hval` is the limit of $G$. The closing algebra replaces $\xi$ by $x\,G(x)$ and clears denominators.

```lean
/-- On a ground branch the level shift is `ξ` at first order, and its second-order coefficient
is `L + γ`: the quotient `(x(ξ) - ξ) / ξ²` tends to `L + γ` as `ξ` tends to zero. -/
theorem two_instanton_coefficient {L : ℂ} {x : ℂ → ℂ} (hx : IsGroundBranch L x) :
    Tendsto (fun ξ => (x ξ - ξ) / ξ ^ 2) (𝓝[≠] 0) (𝓝 (L + γ)) := by
  obtain ⟨h0, hF⟩ := hx
  -- a nonzero amplitude forces a nonzero shift
  have hne : ∀ᶠ ξ in 𝓝[≠] (0 : ℂ), x ξ ≠ 0 := by
    filter_upwards [hF, self_mem_nhdsWithin] with ξ h hξ hz
    apply hξ
    rw [hz, quantization_eq, zero_mul] at h
    exact h.symm
  have hx' : Tendsto x (𝓝[≠] 0) (𝓝[≠] 0) := tendsto_nhdsWithin_iff.2 ⟨h0, hne⟩
  have hslope := (hasDerivAt_iff_tendsto_slope.1 (hasDerivAt_dressing L)).comp hx'
  have hval := (hasDerivAt_dressing L).continuousAt.tendsto.comp h0
  rw [dressing_zero] at hval
  have h := hslope.neg.div (hval.pow 2) (by norm_num)
  have hc : -(-(L + γ)) / 1 ^ 2 = L + γ := by ring
  rw [hc] at h
  refine h.congr' ?_
  filter_upwards [hF, hne, self_mem_nhdsWithin] with ξ h1 h2 h3
  rw [quantization_eq] at h1
  have h4 : dressing L (x ξ) ≠ 0 := by
    intro hz
    apply h3
    rw [hz, mul_zero] at h1
    exact h1.symm
  -- substitute ξ = x G(x) in the quotient
  change -(slope (dressing L) 0 (x ξ)) / dressing L (x ξ) ^ 2 = _
  rw [slope_def_field, dressing_zero, sub_zero]
  generalize x ξ = y at h1 h2 h4 ⊢
  rw [← h1, ← neg_div, div_div, div_eq_div_iff (mul_ne_zero h2 (pow_ne_zero 2 h4))
    (pow_ne_zero 2 (mul_ne_zero h2 h4))]
  ring
```

The requirement $x(\xi)\to0$ selects the level. Without it the conclusion fails, as a short calculation by hand shows. The function $F$ also vanishes at $x=1$, the position of the first excited oscillator level, with $F'(1)=-e^{-L}\neq0$. There is therefore a solution of $F(x(\xi))=\xi$ with $x(\xi)\to1$, and for it $(x(\xi)-\xi)/\xi^2$ grows like $1/\xi^2$.

## Splitting and mean of the parity doublet

The two parity states have amplitudes $\xi$ and $-\xi$. Applying the limit to both gives

$$\frac{x(\xi)-x(-\xi)-2\xi}{\xi^2}\to0,\qquad \frac{x(\xi)+x(-\xi)}{2\,\xi^2}\to L+\gamma .$$

For a tunnelling doublet described by this leading condition at fixed $L$, the splitting is thus $2\xi$ without a second-order correction, and the logarithm first appears in the common displacement of the pair. The proof composes the main limit with $\xi\mapsto-\xi$, then subtracts for the first statement and averages for the second.

```lean
/-- For the amplitudes `ξ` and `-ξ` the difference of the two level shifts is `2ξ` with no term
of order `ξ²`, while their mean divided by `ξ²` tends to `L + γ`. -/
theorem parity_splitting_and_mean {L : ℂ} {x : ℂ → ℂ} (hx : IsGroundBranch L x) :
    Tendsto (fun ξ => (x ξ - x (-ξ) - 2 * ξ) / ξ ^ 2) (𝓝[≠] 0) (𝓝 0) ∧
    Tendsto (fun ξ => (x ξ + x (-ξ)) / 2 / ξ ^ 2) (𝓝[≠] 0) (𝓝 (L + γ)) := by
  have hn : Tendsto (fun ξ : ℂ => -ξ) (𝓝 0) (𝓝 0) :=
    Continuous.tendsto' continuous_neg 0 0 neg_zero
  have hneg : Tendsto (fun ξ : ℂ => -ξ) (𝓝[≠] 0) (𝓝[≠] 0) := by
    refine tendsto_nhdsWithin_iff.2 ⟨hn.mono_left nhdsWithin_le_nhds, ?_⟩
    filter_upwards [self_mem_nhdsWithin] with ξ h
    exact neg_ne_zero.2 h
  have h1 := two_instanton_coefficient hx
  have h2 := h1.comp hneg
  constructor
  · have h := h1.sub h2
    rw [sub_self] at h
    refine h.congr (fun ξ => ?_)
    change (x ξ - ξ) / ξ ^ 2 - (x (-ξ) - -ξ) / (-ξ) ^ 2 = _
    rw [neg_sq]
    ring
  · have h := (h1.add h2).div_const 2
    have hc : (L + γ + (L + γ)) / 2 = L + γ := by ring
    rw [hc] at h
    refine h.congr (fun ξ => ?_)
    change ((x ξ - ξ) / ξ ^ 2 + (x (-ξ) - -ξ) / (-ξ) ^ 2) / 2 = _
    rw [neg_sq]
    ring
```

## The jump between the two logarithms

Continuing the logarithm above or below the negative axis gives $L=l+i\pi$ or $L=l-i\pi$. Let $x$ and $y$ be ground branches for these two values, compared at the same $\xi$. Subtracting their limits cancels $l$ and $\gamma$:

$$\frac{x(\xi)-y(\xi)}{\xi^2}\to(l+i\pi+\gamma)-(l-i\pi+\gamma)=2\pi i .$$

The theorem allows any complex $l$; in the double well it is real. In the full problem this imaginary jump is compensated by the ambiguity in the Borel sum of the perturbation series, which does not enter the present model.

```lean
/-- Ground branches for the two logarithms `l + iπ` and `l - iπ` differ at order `ξ²`, with
coefficient `2πi`. -/
theorem lateral_discontinuity {l : ℂ} {x y : ℂ → ℂ}
    (hx : IsGroundBranch (l + Real.pi * Complex.I) x)
    (hy : IsGroundBranch (l - Real.pi * Complex.I) y) :
    Tendsto (fun ξ => (x ξ - y ξ) / ξ ^ 2) (𝓝[≠] 0) (𝓝 (2 * Real.pi * Complex.I)) := by
  have h := (two_instanton_coefficient hx).sub (two_instanton_coefficient hy)
  have hc : l + Real.pi * Complex.I + γ - (l - Real.pi * Complex.I + γ)
      = 2 * Real.pi * Complex.I := by ring
  rw [hc] at h
  refine h.congr (fun ξ => ?_)
  ring

end

end ZinnJustinGroundLevel
```

```lean
#print axioms ZinnJustinGroundLevel.exists_groundBranch
#print axioms ZinnJustinGroundLevel.two_instanton_coefficient
#print axioms ZinnJustinGroundLevel.parity_splitting_and_mean
#print axioms ZinnJustinGroundLevel.lateral_discontinuity
```

```
'ZinnJustinGroundLevel.exists_groundBranch' depends on axioms: [propext, Classical.choice, Quot.sound]
'ZinnJustinGroundLevel.two_instanton_coefficient' depends on axioms: [propext, Classical.choice, Quot.sound]
'ZinnJustinGroundLevel.parity_splitting_and_mean' depends on axioms: [propext, Classical.choice, Quot.sound]
'ZinnJustinGroundLevel.lateral_discontinuity' depends on axioms: [propext, Classical.choice, Quot.sound]
```
